# Jordan-Wigner operators for two fermionic modes satisfy the canonical anticommutation relations

The Fock space of two fermionic modes is four-dimensional, with basis |00⟩, |01⟩, |10⟩, |11⟩, and operators on it are complex 4×4 matrices (`Op`). The annihilation operators are given explicitly as c₀ = σ⁻ ⊗ 1 and c₁ = Z ⊗ σ⁻, with σ⁻ = |0⟩⟨1|, so c₁ sends |11⟩ to −|10⟩. The theorem `car` states that for all modes i, j one has cᵢcⱼ + cⱼcᵢ = 0 and cᵢcⱼ† + cⱼ†cᵢ = δᵢⱼ·1, where † is the conjugate transpose; no Hamiltonian or state enters. The attempt splits the conjunction, passes to entries (k, l), expands sums, products and adjoints entrywise with `simp only`, then checks every case of i, j, k, l.

This version doesn't compile in Lean 4 with Mathlib:

```lean
import Mathlib

open Matrix
open scoped ComplexOrder

namespace GaussianMixture

noncomputable section

/-- Operators on the two-mode Fock space, basis |00⟩, |01⟩, |10⟩, |11⟩. -/
abbrev Op := Matrix (Fin 4) (Fin 4) ℂ

/-- Jordan-Wigner annihilation operators c₀ = σ⁻ ⊗ 1 and c₁ = Z ⊗ σ⁻. -/
def c : Fin 2 → Op :=
  ![!![0, 0, 1, 0; 0, 0, 0, 1; 0, 0, 0, 0; 0, 0, 0, 0],
    !![0, 1, 0, 0; 0, 0, 0, 0; 0, 0, 0, -1; 0, 0, 0, 0]]

/-- Canonical anticommutation relations {cᵢ, cⱼ} = 0 and {cᵢ, cⱼ†} = δᵢⱼ. -/
theorem car (i j : Fin 2) : c i * c j + c j * c i = 0 ∧
    c i * (c j)ᴴ + (c j)ᴴ * c i = (if i = j then (1 : ℂ) else 0) • (1 : Op) := by
  constructor <;> ext k l <;>
    simp only [mul_apply, add_apply, conjTranspose_apply, Fin.sum_univ_four] <;>
    fin_cases i <;> fin_cases j <;> fin_cases k <;> fin_cases l <;> simp [c, one_apply]

end

end GaussianMixture
```

The error:

```
Main.lean:22:26: error: Ambiguous term
  add_apply
Possible interpretations:
  _root_.add_apply : ∀ (f g : ?m.80) (x : ?m.81), (f + g) x = f x + g x
  
  Matrix.add_apply : ∀ (A B : Matrix ?m.80 ?m.81 ?m.82) (i : ?m.80) (j : ?m.81), (A + B) i j = A i j + B i j
Main.lean:22:4: error: `simp` made no progress

Note: The target expression is not type-correct under the `implicit` transparency level, which may have triggered the failure. This is usually caused by unfolding of semireducible definitions in prior tactic steps. Use `set_option linter.tacticCheckInstances true` to investigate the source of the issue.
Full error:
  function expected
    (c i * c j + c j * c i) k
Main.lean:22:26: error: Ambiguous term
  add_apply
Possible interpretations:
  _root_.add_apply : ∀ (f g : ?m.80) (x : ?m.81), (f + g) x = f x + g x
  
  Matrix.add_apply : ∀ (A B : Matrix ?m.80 ?m.81 ?m.82) (i : ?m.80) (j : ?m.81), (A + B) i j = A i j + B i j
Main.lean:22:4: error: `simp` made no progress

Note: The target expression is not type-correct under the `implicit` transparency level, which may have triggered the failure. This is usually caused by unfolding of semireducible definitions in prior tactic steps. Use `set_option linter.tacticCheckInstances true` to investigate the source of the issue.
Full error:
  function expected
    (c i * (c j)ᴴ + (c j)ᴴ * c i) k
```

Diagnosis. Both errors appear twice, once per conjunct. With `Matrix` open, `add_apply` can mean `_root_.add_apply` or `Matrix.add_apply`, and Lean reports the ambiguity instead of choosing. Without a usable lemma for the sum, `simp only` is stuck: the left side is an entry of a sum, such as `(c i * c j + c j * c i) k l`, so the products and adjoints inside are not yet applied to indices, no `Fin 4` sum has appeared, and no listed lemma fits the right side. Hence "made no progress". The note observes that a `Matrix` applied to `k` is seen as a function only by unfolding `Matrix`, which `implicit` transparency does not do; it says only that this may be the trigger, and the diff does not address it.

Writing `Matrix.add_apply` removes the ambiguity and splits the entry into entries of the two products. `Matrix.mul_apply` turns these into sums over `Fin 4`, which `Fin.sum_univ_four` expands, while `conjTranspose_apply` rewrites adjoint entries. Qualifying `mul_apply` pins it to the matrix lemma; no message complains about that name, so the messages do not show this second change to be needed.

The mended proof, as a diff:

```diff
@@ -20,5 +20,5 @@
     c i * (c j)ᴴ + (c j)ᴴ * c i = (if i = j then (1 : ℂ) else 0) • (1 : Op) := by
   constructor <;> ext k l <;>
-    simp only [mul_apply, add_apply, conjTranspose_apply, Fin.sum_univ_four] <;>
+    simp only [Matrix.mul_apply, Matrix.add_apply, conjTranspose_apply, Fin.sum_univ_four] <;>
     fin_cases i <;> fin_cases j <;> fin_cases k <;> fin_cases l <;> simp [c, one_apply]
 
```
